# The triple jump cancels the cubic error of a matrix time step

To make an existing split-operator or kick–drift–kick leapfrog propagation more accurate without writing a new integrator, one replaces each call with time step $h$ by three calls of the same routine, with steps $ah$, $bh$ and $ah$. For suitable $a$ and $b$ the leading error of the step disappears, provided that this error has the form $h^3C$ with one fixed matrix $C$ for both signs of $h$.

The equation of motion is $\dot\psi = X\psi$, with exact step $\exp(hX)$. In quantum mechanics $X=-iH/\hbar$, and the result applies to a time-independent Hamiltonian $H$ represented by a finite matrix. The passage to an unbounded Hamiltonian is a further step: the error constant may grow as the grid or basis is refined.

```lean
import Mathlib

open Filter Topology Asymptotics
open NormedSpace (exp)
open scoped Matrix.Norms.Operator

namespace TripleJump

noncomputable section

variable {n : Type*} [Fintype n] [DecidableEq n]
```

The approximate step is a function $S$ from real $h$ to complex square matrices, whose rows and columns are labelled by a finite set `n`. Neither $S$ nor $\exp(hX)$ need be unitary. The hypothesis `HasCubicError S X C` says

$$S(h)-\exp(hX)-h^3C=O(h^4),\qquad h\to0.$$

Here $O(h^4)$, written `=O[𝓝 0]`, means a norm of at most $Kh^4$ for some constant $K$ and all $h$ near zero, of either sign. The norm is an operator norm; in finite dimension another choice changes only $K$. The matrix $C$ stands for the leading error of one step. For a symmetric kinetic–potential splitting it is a combination of double commutators of the two parts.

```lean
/-- The one-step scheme `S` follows the flow `exp (hX)` up to the cubic error `h³ C`,
with a remainder `O(h⁴)` as the real step `h` tends to zero. -/
def HasCubicError (S : ℝ → Matrix n n ℂ) (X C : Matrix n n ℂ) : Prop :=
  (fun h : ℝ => S h - exp (h • X) - h ^ 3 • C) =O[𝓝 0] fun h : ℝ => h ^ 4
```

`compose S cs` multiplies the steps $S(ch)$ in the order of the list `cs`, so the leftmost factor acts last on a state.

```lean
/-- The composed step: the ordered product of the steps `S (c h)`, with `c` running
through the list `cs` of step fractions. -/
def compose (S : ℝ → Matrix n n ℂ) (cs : List ℝ) (h : ℝ) : Matrix n n ℂ :=
  (cs.map fun c => S (c * h)).prod
```

The fractions $a$ and $b$ are called `outer` and `middle`:

$$a=\frac1{2-2^{1/3}}\approx1.3512,\qquad b=1-2a\approx-1.7024.$$

```lean
/-- The outer step fraction `a = 1 / (2 - 2^(1/3))` of the triple jump. -/
def outer : ℝ := 1 / (2 - (2 : ℝ) ^ (1 / 3 : ℝ))

/-- The middle step fraction `b = 1 - 2a` of the triple jump. -/
def middle : ℝ := 1 - 2 * outer
```

## (a) The size of a fixed matrix times a scalar function

**Task.** For a real function $f$ and a fixed matrix $M$, show that $f(h)M=O(f(h))$ as $h\to0$.

**Solution.** Since $\|f(h)M\|=\|M\|\,|f(h)|$, the constant $\|M\|$ serves. Lean receives the same constant through `IsBigO.of_bound`.

```lean
/-- A fixed matrix multiplied by a scalar function `f` of the step is `O(f(h))` as the step `h`
tends to zero. -/
theorem smul_isBigO (f : ℝ → ℝ) (M : Matrix n n ℂ) :
    (fun h => f h • M) =O[𝓝 0] f := by
  refine IsBigO.of_bound ‖M‖ (Eventually.of_forall fun h => ?_)
  rw [norm_smul, mul_comm]
```

## (b) Distance of one step from the identity

**Task.** Show that a scheme with cubic error satisfies $S(h)-1=O(h)$.

**Solution.** Split the difference:

$$S-1=\bigl(S-e^{hX}-h^3C\bigr)+h^3C+\bigl(e^{hX}-1\bigr).$$

The first bracket is $O(h^4)$ by hypothesis and the second term is $O(h^3)$ by (a). The last bracket is $O(h)$ because the exponential is differentiable at $h=0$. Near zero, all three are $O(h)$.

In the code, `hp` compares the powers of $h$, `hE` treats the exponential and `h3` the cubic term.

```lean
/-- A scheme with cubic error differs from the identity by `O(h)`. -/
theorem HasCubicError.sub_one {S : ℝ → Matrix n n ℂ} {X C : Matrix n n ℂ}
    (hS : HasCubicError S X C) :
    (fun h => S h - 1) =O[𝓝 0] fun h : ℝ => h := by
  have hp : ∀ k : ℕ, (fun h : ℝ => h ^ (k + 1)) =O[𝓝 0] fun h : ℝ => h := fun k =>
    ((isBigO_refl (fun h : ℝ => h) (𝓝 0)).mul
      (((continuous_pow k).tendsto (0 : ℝ)).isBigO_one ℝ)).congr
      (fun h => by ring) (fun h => by ring)
  -- the exact flow is differentiable at zero step
  have hE : (fun h : ℝ => exp (h • X) - 1) =O[𝓝 0] fun h : ℝ => h := by
    have hd := (hasDerivAt_exp_smul_const (𝕂 := ℝ) X 0).differentiableAt.isBigO_sub
    simp only [zero_smul, NormedSpace.exp_zero, sub_zero] at hd
    exact hd
  have h3 := (smul_isBigO (fun h : ℝ => h ^ 3) C).trans (hp 2)
  exact (((IsBigO.trans hS (hp 3)).add h3).add hE).congr_left fun h => by abel
```

## (c) Two schemes in succession

**Task.** Let $S$ have generator $X$ and error coefficient $C$, and let $T$ have $Y$ and $D$. If $XY=YX$, show that

$$S(h)T(h)-e^{h(X+Y)}-h^3(C+D)=O(h^4).$$

**Solution.** Write $E=e^{hX}$, $F=e^{hY}$, $P=h^3C$ and $Q=h^3D$. Because $X$ and $Y$ commute, $e^{h(X+Y)}=EF$. Expanding the right-hand side confirms

$$ST-EF-(P+Q)=(S-E-P)T+P(T-1)+E(T-F-Q)+(E-1)Q.$$

By (b), $T$ and $E$ are bounded near zero, and $T-1$ and $E-1$ are $O(h)$. The four terms are therefore of order $h^4\cdot1$, $h^3\cdot h$, $1\cdot h^4$ and $h\cdot h^3$.

The identity is `key`, checked by `noncomm_ring` without exchanging any factors. The four estimates are `h1` to `h4`, and commutation enters only in `hexp`. To apply (b) to $E$, the code treats the exact flow as a scheme with zero error coefficient.

```lean
/-- When two schemes with commuting generators are applied in succession, their
generators add and their cubic error coefficients add. -/
theorem HasCubicError.mul {S T : ℝ → Matrix n n ℂ} {X Y C D : Matrix n n ℂ}
    (hS : HasCubicError S X C) (hT : HasCubicError T Y D) (hXY : Commute X Y) :
    HasCubicError (fun h => S h * T h) (X + Y) (C + D) := by
  have bounded : ∀ U : ℝ → Matrix n n ℂ, ((fun h => U h - 1) =O[𝓝 0] fun h : ℝ => h) →
      U =O[𝓝 0] fun _ : ℝ => (1 : ℝ) := fun U hU =>
    ((hU.trans ((continuous_id.tendsto (0 : ℝ)).isBigO_one ℝ)).add
      (isBigO_const_const (1 : Matrix n n ℂ) (one_ne_zero : (1 : ℝ) ≠ 0) (𝓝 0))).congr_left
      fun h => by abel
  have hE : HasCubicError (fun h : ℝ => exp (h • X)) X 0 := by
    simp [HasCubicError, isBigO_zero]
  have key : ∀ s t e f p q : Matrix n n ℂ, (s - e - p) * t + p * (t - 1)
      + e * (t - f - q) + (e - 1) * q = s * t - e * f - (p + q) := by
    intros
    noncomm_ring
  -- each of the four terms is of fourth order
  have h1 : (fun h => (S h - exp (h • X) - h ^ 3 • C) * T h) =O[𝓝 0]
      fun h : ℝ => h ^ 4 :=
    (IsBigO.mul hS (bounded T hT.sub_one)).congr_right fun h => by ring
  have h2 : (fun h => (h ^ 3 • C) * (T h - 1)) =O[𝓝 0] fun h : ℝ => h ^ 4 :=
    ((smul_isBigO (fun h : ℝ => h ^ 3) C).mul hT.sub_one).congr_right fun h => by ring
  have h3 : (fun h => exp (h • X) * (T h - exp (h • Y) - h ^ 3 • D)) =O[𝓝 0]
      fun h : ℝ => h ^ 4 :=
    (IsBigO.mul (bounded _ hE.sub_one) hT).congr_right fun h => by ring
  have h4 : (fun h => (exp (h • X) - 1) * (h ^ 3 • D)) =O[𝓝 0] fun h : ℝ => h ^ 4 :=
    (hE.sub_one.mul (smul_isBigO (fun h : ℝ => h ^ 3) D)).congr_right fun h => by ring
  refine (((h1.add h2).add h3).add h4).congr_left fun h => ?_
  have hexp : exp (h • (X + Y)) = exp (h • X) * exp (h • Y) := by
    rw [smul_add]
    exact Matrix.exp_add_of_commute _ _ ((hXY.smul_left h).smul_right h)
  rw [hexp, smul_add]
  exact key _ _ _ _ _ _
```

## (d) Any list of step fractions

**Task.** For real fractions $c_1,\dots,c_m$, set $\sigma_1=\sum_i c_i$ and $\sigma_3=\sum_i c_i^3$. Show that

$$S(c_1h)\cdots S(c_mh)-e^{\sigma_1hX}-\sigma_3h^3C=O(h^4).$$

**Solution.** Use induction on $m$. For the empty list the product is $1$, both sums vanish, and the left-hand side is zero. For one further fraction $c$, substitute $ch$ for $h$ in the hypothesis:

$$S(ch)-e^{h(cX)}-h^3(c^3C)=O\bigl((ch)^4\bigr)=O(h^4).$$

This is a scheme with generator $cX$ and error coefficient $c^3C$. Its generator commutes with that of the remaining product, which is also a multiple of $X$, so (c) adds both the generators and the error coefficients.

The substitution is `hc`, and `hc.mul ih` joins it to the induction hypothesis.

```lean
/-- Composing a scheme over any list of step fractions multiplies its generator by the
sum of the fractions and its cubic error coefficient by the sum of their cubes. -/
theorem composition_error {S : ℝ → Matrix n n ℂ} {X C : Matrix n n ℂ}
    (hS : HasCubicError S X C) (cs : List ℝ) :
    HasCubicError (compose S cs) (cs.sum • X) ((cs.map fun c => c ^ 3).sum • C) := by
  induction cs with
  | nil => simp [HasCubicError, compose, isBigO_zero]
  | cons c cs ih =>
    -- a single step of length `c h`
    have hc : HasCubicError (fun h => S (c * h)) (c • X) (c ^ 3 • C) := by
      have ht : Tendsto (fun h : ℝ => c * h) (𝓝 0) (𝓝 0) := by
        simpa using (continuous_const_mul c).tendsto (0 : ℝ)
      have h4 : (fun h : ℝ => (c * h) ^ 4) =O[𝓝 0] fun h : ℝ => h ^ 4 :=
        (isBigO_const_mul_self (c ^ 4) (fun h : ℝ => h ^ 4) (𝓝 0)).congr_left
          fun h => by ring
      refine ((IsBigO.comp_tendsto hS ht).trans h4).congr_left fun h => ?_
      simp only [Function.comp_apply, smul_smul, mul_pow, mul_comm]
    have h := hc.mul ih (((Commute.refl X).smul_left c).smul_right cs.sum)
    have hf : compose S (c :: cs) = fun h => S (c * h) * compose S cs h := by
      funext h
      simp [compose]
    rw [hf, List.map_cons, List.sum_cons, List.sum_cons, add_smul, add_smul]
    exact h
```

## (e) The arithmetic of the two fractions

**Task.** Show that $b<0$ and $2a^3+b^3=0$.

**Solution.** Let $r=2^{1/3}$, so $r>0$ and $r^3=2$. If $r\ge2$, then $r^3\ge8$, a contradiction; hence $2-r>0$ and $a=1/(2-r)>0$. Then

$$b=1-\frac2{2-r}=-\frac r{2-r}=-ra<0,$$

$$2a^3+b^3=(2-r^3)a^3=0.$$

Lean replaces the root by a letter `r` that keeps only the facts $r>0$ and $r^3=2$. It proves $b=-ra$ as `hb`, and `linear_combination` then carries out the last line.

```lean
/-- The middle step fraction of the triple jump is negative, and the cubes of its three step
fractions sum to zero. -/
theorem triple_jump_fractions : middle < 0 ∧ 2 * outer ^ 3 + middle ^ 3 = 0 := by
  have hr0 : 0 < (2 : ℝ) ^ (1 / 3 : ℝ) := Real.rpow_pos_of_pos (by norm_num) _
  have hr3 : ((2 : ℝ) ^ (1 / 3 : ℝ)) ^ 3 = 2 := by
    rw [← Real.rpow_natCast, ← Real.rpow_mul (by norm_num)]
    norm_num
  unfold middle outer
  generalize (2 : ℝ) ^ (1 / 3 : ℝ) = r at hr0 hr3 ⊢
  have hr2 : 0 < 2 - r := by
    by_contra hcon
    have := pow_le_pow_left₀ (by norm_num : (0 : ℝ) ≤ 2) (by linarith : 2 ≤ r) 3
    linarith
  -- the middle fraction is `-2^(1/3)` times the outer one
  have hb : 1 - 2 * (1 / (2 - r)) = -r * (1 / (2 - r)) := by
    have := hr2.ne'
    field_simp
    ring
  rw [hb]
  constructor
  · have := mul_pos hr0 (one_div_pos.mpr hr2)
    linarith
  · linear_combination (-(1 / (2 - r)) ^ 3) * hr3
```

## (f) The three-step product

**Task.** Show that for every scheme with cubic error

$$S(ah)S(bh)S(ah)-e^{hX}=O(h^4).$$

**Solution.** Apply (d) to the list $(a,b,a)$. Its sum is $2a+b=1$ by the definition of $b$, and the sum of its cubes is zero by (e). The generator is therefore $X$, and the $h^3$ term vanishes. These two sums are `hs` and `hc`.

```lean
/-- Triple jump: for a scheme with cubic error `h³ C`, the product
`S(ah) S(bh) S(ah)` differs from the exact flow `exp (hX)` by `O(h⁴)`. -/
theorem triple_jump {S : ℝ → Matrix n n ℂ} {X C : Matrix n n ℂ}
    (hS : HasCubicError S X C) :
    (fun h : ℝ => S (outer * h) * S (middle * h) * S (outer * h) - exp (h • X))
      =O[𝓝 0] fun h : ℝ => h ^ 4 := by
  have hE := composition_error hS [outer, middle, outer]
  have hs : [outer, middle, outer].sum = 1 := by
    simp only [List.sum_cons, List.sum_nil, middle]
    ring
  have hc : ([outer, middle, outer].map fun c => c ^ 3).sum = 0 := by
    simp only [List.map_cons, List.map_nil, List.sum_cons, List.sum_nil]
    linarith [triple_jump_fractions.2]
  rw [hs, hc] at hE
  exact IsBigO.congr_left hE fun h => by simp [compose, mul_assoc]
```

The hypothesis cannot be weakened to $S(h)-e^{hX}=O(h^3)$. Take $1\times1$ matrices with $X=0$ and $S(h)=1+|h|^3$. The triple product is

$$1+(2a^3+|b|^3)|h|^3+O(h^6)=1+4a^3|h|^3+O(h^6),$$

so the cubic error survives. The backward middle step helps only if the error changes sign with $h$.

The bound $O(h^4)$ per step guarantees third order over a fixed time, whereas the triple jump is usually quoted as fourth order. Fourth order holds when $S$ is also smooth and time-symmetric, $S(-h)S(h)=1$, as are the symmetric kinetic–potential splitting and the leapfrog step of (h): the error per step is then $O(h^5)$. The theorem does not assume this symmetry, so it also covers non-symmetric schemes with a cubic error. The counter-example and this comparison are arguments in prose, with no Lean proof behind them.

## (g) The exponential of a matrix with square -1

**Task.** If $J^2=-1$, show that $e^{tJ}=\cos t\,1+\sin t\,J$ for real $t$.

**Solution.** Let $R(t)=\cos t\,1+\sin t\,J$. Then $R'=-\sin t\,1+\cos t\,J=JR$, and

$$\frac{d}{dt}\bigl(e^{-tJ}R\bigr)=e^{-tJ}(-JR+R')=0.$$

The product keeps its value $1$ from $t=0$. Multiplying by $e^{tJ}$ from the left gives the claim.

In the code, `hz` is the cancellation in the bracket, and `is_const_of_deriv_eq_zero` gives the constancy.

```lean
/-- A matrix `J` with `J² = -1` satisfies `exp (tJ) = cos t + J sin t` for real `t`. -/
theorem exp_rotation (J : Matrix n n ℂ) (hJ : J * J = -1) (t : ℝ) :
    exp (t • J) = Real.cos t • (1 : Matrix n n ℂ) + Real.sin t • J := by
  -- the backward flow times the claimed right-hand side has zero derivative
  have hd : ∀ t : ℝ, HasDerivAt (fun u : ℝ => exp (u • (-J)) *
      (Real.cos u • (1 : Matrix n n ℂ) + Real.sin u • J)) 0 t := by
    intro t
    have h2 := ((Real.hasDerivAt_cos t).smul_const (1 : Matrix n n ℂ)).fun_add
      ((Real.hasDerivAt_sin t).smul_const J)
    refine ((hasDerivAt_exp_smul_const (𝕂 := ℝ) (-J) t).fun_mul h2).congr_deriv ?_
    have hz : -J * (Real.cos t • (1 : Matrix n n ℂ) + Real.sin t • J) +
        (-Real.sin t • (1 : Matrix n n ℂ) + Real.cos t • J) = 0 := by
      rw [mul_add, mul_smul_comm, mul_smul_comm, mul_one, neg_mul, hJ]
      module
    rw [mul_assoc, ← mul_add, hz, mul_zero]
  have hc := is_const_of_deriv_eq_zero (fun t => (hd t).differentiableAt)
    (fun t => (hd t).deriv) t 0
  have h1 : exp (t • (-J)) * (Real.cos t • (1 : Matrix n n ℂ) + Real.sin t • J) = 1 := by
    simpa using hc
  have h2 : exp (t • J) * exp (t • (-J)) = 1 := by
    have h := Matrix.exp_add_of_commute (t • J) (t • (-J))
      (((Commute.refl J).neg_right.smul_left t).smul_right t)
    rw [← h]
    simp
  calc exp (t • J) = exp (t • J) * (exp (t • (-J)) *
        (Real.cos t • (1 : Matrix n n ℂ) + Real.sin t • J)) := by rw [h1, mul_one]
    _ = _ := by rw [← mul_assoc, h2, one_mul]
```

## (h) Leapfrog for the harmonic oscillator

**Task.** For the classical oscillator $\dot q=p$, $\dot p=-q$, show that the step half kick, drift, half kick has cubic error with

$$X=J=\begin{pmatrix}0&1\\-1&0\end{pmatrix},\qquad C=\begin{pmatrix}0&1/6\\1/12&0\end{pmatrix}.$$

**Solution.** Acting on the column $(q,p)$, the three factors multiply to

$$S(h)=\begin{pmatrix}1-h^2/2&h\\-h+h^3/4&1-h^2/2\end{pmatrix}.$$

With (g) for $e^{hJ}$, this gives

$$S(h)-e^{hJ}-h^3C=\Bigl(1-\tfrac{h^2}2-\cos h\Bigr)1+\Bigl(h-\tfrac{h^3}6-\sin h\Bigr)J.$$

For $|h|\le1$ the first bracket is at most $\tfrac5{96}h^4$ in size. It is also the derivative of the second, which vanishes at $h=0$. The mean value inequality therefore bounds the second by $\tfrac5{96}|h|^5\le\tfrac5{96}h^4$.

The two bounds are `hcos` and `hsin`, and the closing lines compare the matrices entry by entry. Part (f) thus applies to this leapfrog step, whose cubic error is not zero.

```lean
/-- The leapfrog step (half kick, drift, half kick) of the harmonic oscillator with unit
mass and frequency has cubic error, with the coefficient matrix shown. -/
theorem leapfrog_witness :
    HasCubicError (fun h : ℝ => !![1, 0; -(h / 2 : ℂ), 1] * !![1, (h : ℂ); 0, 1] *
      !![1, 0; -(h / 2 : ℂ), 1]) !![0, 1; -1, 0] !![0, 1 / 6; 1 / 12, 0] := by
  have hJ : (!![0, 1; -1, 0] : Matrix (Fin 2) (Fin 2) ℂ) * !![0, 1; -1, 0] = -1 := by
    ext i j
    fin_cases i <;> fin_cases j <;> simp [Matrix.mul_apply, Fin.sum_univ_succ]
  have hsmall : ∀ᶠ h : ℝ in 𝓝 0, |h| ≤ 1 := by
    filter_upwards [Metric.ball_mem_nhds (0 : ℝ) one_pos] with h hh
    rw [Metric.mem_ball, Real.dist_eq, sub_zero] at hh
    exact hh.le
  -- Taylor remainders of cosine and sine
  have hcos : (fun h : ℝ => 1 - h ^ 2 / 2 - Real.cos h) =O[𝓝 0] fun h : ℝ => h ^ 4 := by
    refine IsBigO.of_bound (5 / 96) (hsmall.mono fun h hh => ?_)
    rw [norm_pow, Real.norm_eq_abs, Real.norm_eq_abs, abs_sub_comm]
    linarith [Real.cos_bound hh]
  have hsin : (fun h : ℝ => h - h ^ 3 / 6 - Real.sin h) =O[𝓝 0] fun h : ℝ => h ^ 4 := by
    refine IsBigO.of_bound (5 / 96) (hsmall.mono fun h hh => ?_)
    -- the derivative of the sine remainder is the cosine remainder
    have hder : ∀ x ∈ Set.Icc (-|h|) |h|,
        HasDerivWithinAt (fun y : ℝ => y - y ^ 3 / 6 - Real.sin y)
          (1 - x ^ 2 / 2 - Real.cos x) (Set.Icc (-|h|) |h|) x := by
      intro x _
      have h3 : HasDerivAt (fun y : ℝ => y ^ 3) (3 * x ^ 2) x := by
        simpa using hasDerivAt_pow 3 x
      exact ((((hasDerivAt_id' x).fun_sub (h3.div_const 6)).fun_sub
        (Real.hasDerivAt_sin x)).congr_deriv (by ring)).hasDerivWithinAt
    have hbd : ∀ x ∈ Set.Icc (-|h|) |h|,
        ‖1 - x ^ 2 / 2 - Real.cos x‖ ≤ 5 / 96 * |h| ^ 4 := by
      intro x hx
      have hxh : |x| ≤ |h| := abs_le.mpr ⟨hx.1, hx.2⟩
      have hp := pow_le_pow_left₀ (abs_nonneg x) hxh 4
      rw [Real.norm_eq_abs, abs_sub_comm]
      linarith [Real.cos_bound (hxh.trans hh)]
    have hm := Convex.norm_image_sub_le_of_norm_hasDerivWithin_le hder hbd
      (convex_Icc (-|h|) |h|) (x := 0) (y := h)
      ⟨neg_nonpos.mpr (abs_nonneg h), abs_nonneg h⟩ ⟨neg_abs_le h, le_abs_self h⟩
    rw [norm_pow, Real.norm_eq_abs h]
    calc ‖h - h ^ 3 / 6 - Real.sin h‖
        = ‖(h - h ^ 3 / 6 - Real.sin h) - ((0 : ℝ) - 0 ^ 3 / 6 - Real.sin 0)‖ := by simp
      _ ≤ 5 / 96 * |h| ^ 4 * ‖h - 0‖ := hm
      _ ≤ 5 / 96 * |h| ^ 4 * 1 := by
          rw [sub_zero, Real.norm_eq_abs]
          gcongr
      _ = 5 / 96 * |h| ^ 4 := mul_one _
  refine (((smul_isBigO _ (1 : Matrix (Fin 2) (Fin 2) ℂ)).trans hcos).add
    ((smul_isBigO _ !![0, 1; -1, 0]).trans hsin)).congr_left fun h => ?_
  rw [exp_rotation _ hJ]
  ext i j
  fin_cases i <;> fin_cases j <;>
    simp <;> ring

end

end TripleJump
```

```lean
#print axioms TripleJump.triple_jump
```

```
'TripleJump.triple_jump' depends on axioms: [propext, Classical.choice, Quot.sound]
```
